# Coulomb diagonals bound exchange for a nonnegative symmetric kernel and a positive semidefinite density matrix

## A zero that may hide a large exchange element

Suppose a program skips a row of the exchange matrix because the Coulomb diagonal element with the same index is zero. If no inequality connects the two, the skipped row may be large. Two basis functions on two grid points are enough to show this: with an interaction that is repulsive at one point and attractive at the other, a Coulomb diagonal element is 0 while an exchange element in its row is 2.

For a symmetric interaction whose energy is nowhere negative, and a positive semidefinite density matrix, such a failure is impossible in the finite-grid model below. The inequality that rules it out also bounds the error when the Coulomb diagonal element is small but not zero.

## Coulomb and exchange on a grid

Let $\phi_p(x)$ be real basis functions on a finite set of grid points $x$, and let $v(x,y)$ be the interaction between points $x$ and $y$. The two-electron integrals are

$$(pq|rs)=\sum_{x,y}\phi_p(x)\phi_q(x)\,v(x,y)\,\phi_r(y)\phi_s(y).$$

For a real density matrix $D$, the Coulomb and exchange matrices are

$$J_{pq}=\sum_{r,s}(pq|rs)D_{rs},\qquad K_{pq}=\sum_{r,s}(pr|qs)D_{rs}.$$

There are three hypotheses:

- $v(x,y)=v(y,x)$: the interaction does not depend on which particle sits at which point.
- $v(x,y)\ge 0$: the interaction energy is positive or zero for every pair of points. In this text "repulsive" and "attractive" refer to the sign of this energy.
- $D$ is positive semidefinite: it is a sum of terms $n_i c_i c_i^T$ with orbital coefficient vectors $c_i$ and occupations $n_i\ge 0$.

Then, for all $p$ and $q$,

$$K_{pq}^2\le J_{pp}J_{qq}.$$

## From the density kernel to the bound

Define the density kernel $\gamma(x,y)=\sum_{r,s}\phi_r(x)D_{rs}\phi_s(y)$. Exchanging the finite sums gives

$$J_{pp}=\sum_{x,y}v(x,y)\phi_p(x)^2\gamma(y,y),\qquad K_{pq}=\sum_{x,y}v(x,y)\phi_p(x)\phi_q(y)\gamma(x,y).$$

**The density kernel.** Fix $x$ and $y$, and let $u_r=\phi_r(x)$ and $w_r=\phi_r(y)$. Since $D$ is symmetric and positive semidefinite, every real $t$ satisfies

$$0\le (u+tw)^TD(u+tw)=\gamma(y,y)\,t^2+2\gamma(x,y)\,t+\gamma(x,x).$$

A quadratic that is never negative has discriminant at most zero, so $4\gamma(x,y)^2-4\gamma(x,x)\gamma(y,y)\le 0$. This is $\gamma(x,y)^2\le\gamma(x,x)\gamma(y,y)$. If $\gamma(y,y)=0$, the expression is linear in $t$, and staying nonnegative forces $\gamma(x,y)=0$, which agrees. Setting $t=0$ gives $\gamma(x,x)\ge 0$.

**The sum over pairs of points.** For each pair $(x,y)$ put, with $r$ now denoting a number and not a basis index,

$$f=v(x,y)\phi_p(x)^2\gamma(y,y),\quad g=v(x,y)\phi_q(y)^2\gamma(x,x),\quad r=v(x,y)\phi_p(x)\phi_q(y)\gamma(x,y).$$

Multiplying the density inequality by $v(x,y)^2\phi_p(x)^2\phi_q(y)^2$ gives $r^2\le fg$. Because $v\ge 0$, both $f$ and $g$ are nonnegative, so $|r|\le\sqrt f\sqrt g$. The Cauchy-Schwarz inequality then gives

$$\Big(\sum r\Big)^2\le\Big(\sum\sqrt f\sqrt g\Big)^2\le\sum f\,\sum g.$$

The sum of $r$ is $K_{pq}$ and the sum of $f$ is $J_{pp}$. In the sum of $g$, renaming $x\leftrightarrow y$ and using the symmetry of $v$ gives $J_{qq}$.

## Screening a whole row

If $J_{pp}=0$, the bound makes $K_{pq}=0$ for every $q$. Summing it over $q$ gives

$$\sum_q K_{pq}^2\le J_{pp}\operatorname{tr}J.$$

In a Hartree-Fock calculation that fits this finite, real model, the right-hand side bounds the squared error of setting exchange row $p$ to zero. For a strictly positive kernel, $J_{pp}$ vanishes only if $\phi_p$ or the density is zero on the whole grid, so the test for an exact zero rarely applies there. The estimate for nonzero $J_{pp}$ still holds, but it can be far larger than the true error. For the Coulomb interaction and a normalised $\phi_p$ far from a localised density, $J_{pp}$ falls only as the inverse distance, while the exchange row falls with the spatial overlap of $\phi_p$ and the occupied orbitals. The difference density matrices used in incremental Fock builds are in general not positive semidefinite, and the bound does not cover them.

## Two grid points worked through

Take $\phi_0=(1,1)$, $\phi_1=(1,-1)$ and $D=\mathrm{diag}(1,0)$, so that $\gamma(x,y)=1$ everywhere. Let the kernel be

$$v=\begin{pmatrix}2&1\\1&1\end{pmatrix}.$$

Both Coulomb diagonal elements equal the sum of all kernel entries, $J_{00}=J_{11}=5$. The exchange elements in row 0 are $K_{00}=5$ and $K_{01}=2-1+1-1=1$. The bounds read $25\le 25$ and $1\le 25$, and the row estimate reads $26\le 5\cdot 10=50$.

Now replace the kernel by $\mathrm{diag}(1,-1)$. Then $J_{00}=1-1=0$, but $K_{01}=1\cdot 1+(-1)\cdot(-1)=2$. This is the failure described at the start.

## How the Lean statement reads

The type `n` labels basis functions and `X` labels grid points; both are finite. The functions `eri`, `coulomb`, `exchange` and `density` are $(pq|rs)$, $J$, $K$ and $\gamma$. In `exchange_sq_le_coulomb_diag`, the hypotheses `hsymm`, `hv` and `hD` are the three conditions above; `D.PosSemidef` includes the symmetry of $D$.

The basis need not be orthonormal or linearly independent, and $D$ need not be idempotent or have a fixed trace. Both matrices are built from the same $D$, with no spin factors; a factor such as the $\tfrac12$ before exchange in closed-shell theory has to be applied separately. Positive quadrature weights can be absorbed into `v`. The kernel is finite at coinciding points, so a bare $1/|x-y|$ needs a regularised diagonal. Continuum integrals and complex orbitals are not covered.

## Positivity of the kernel as a matrix

The kernel could have been required to be positive semidefinite as a matrix, with entries of either sign. That would lead to a different inequality, $K_{pq}^2\le K_{pp}K_{qq}$, because $K$ is then itself positive semidefinite. A zero Coulomb diagonal element would then no longer justify skipping the exchange row: with the two basis functions above, $D=\mathrm{diag}(0,1)$ and

$$v=\begin{pmatrix}1&-1\\-1&1\end{pmatrix},$$

one finds $J_{00}=0$ and $K_{00}=4$. This variant is a calculation by hand and does not appear in the file.

## The complete Lean file

```lean
import Mathlib

open Matrix

namespace ExchangeScreening

noncomputable section

variable {n X : Type*} [Fintype n] [Fintype X]

/-- The two-electron integral (pq|rs) of real basis functions `φ` on a grid with kernel `v`. -/
def eri (φ : n → X → ℝ) (v : X → X → ℝ) (p q r s : n) : ℝ :=
  ∑ x, ∑ y, φ p x * φ q x * v x y * (φ r y * φ s y)

/-- The Coulomb matrix, J(D)_pq = Σ (pq|rs) D_rs. -/
def coulomb (φ : n → X → ℝ) (v : X → X → ℝ) (D : Matrix n n ℝ) : Matrix n n ℝ :=
  fun p q => ∑ r, ∑ s, eri φ v p q r s * D r s

/-- The exchange matrix, K(D)_pq = Σ (pr|qs) D_rs. -/
def exchange (φ : n → X → ℝ) (v : X → X → ℝ) (D : Matrix n n ℝ) : Matrix n n ℝ :=
  fun p q => ∑ r, ∑ s, eri φ v p r q s * D r s

/-- The one-particle density kernel γ(x,y) = Σ φ_r(x) D_rs φ_s(y) on the grid. -/
def density (φ : n → X → ℝ) (D : Matrix n n ℝ) (x y : X) : ℝ :=
  (fun r => φ r x) ⬝ᵥ D *ᵥ (fun s => φ s y)

/-- Sums over two basis indices and two grid points may be exchanged. -/
lemma sum_swap (f : n → n → X → X → ℝ) :
    ∑ r, ∑ s, ∑ x, ∑ y, f r s x y = ∑ x, ∑ y, ∑ r, ∑ s, f r s x y := by
  calc ∑ r, ∑ s, ∑ x, ∑ y, f r s x y
      = ∑ r, ∑ x, ∑ s, ∑ y, f r s x y :=
        Finset.sum_congr rfl fun r _ => Finset.sum_comm
    _ = ∑ x, ∑ r, ∑ s, ∑ y, f r s x y := Finset.sum_comm
    _ = ∑ x, ∑ r, ∑ y, ∑ s, f r s x y :=
        Finset.sum_congr rfl fun x _ => Finset.sum_congr rfl fun r _ => Finset.sum_comm
    _ = ∑ x, ∑ y, ∑ r, ∑ s, f r s x y :=
        Finset.sum_congr rfl fun x _ => Finset.sum_comm

/-- A Coulomb matrix element is the interaction of the product φ_p φ_q with the
density γ(y,y). -/
theorem coulomb_eq_grid (φ : n → X → ℝ) (v : X → X → ℝ) (D : Matrix n n ℝ) (p q : n) :
    coulomb φ v D p q = ∑ x, ∑ y, v x y * (φ p x * φ q x * density φ D y y) := by
  simp only [coulomb, eri, density, Matrix.mulVec, dotProduct, Finset.sum_mul, Finset.mul_sum]
  refine (sum_swap _).trans ?_
  refine Finset.sum_congr rfl fun x _ => Finset.sum_congr rfl fun y _ =>
    Finset.sum_congr rfl fun r _ => Finset.sum_congr rfl fun s _ => ?_
  ring

/-- An exchange matrix element is a grid sum over the density kernel γ(x,y)
between φ_p(x) and φ_q(y). -/
theorem exchange_eq_grid (φ : n → X → ℝ) (v : X → X → ℝ) (D : Matrix n n ℝ) (p q : n) :
    exchange φ v D p q = ∑ x, ∑ y, v x y * (φ p x * φ q y * density φ D x y) := by
  simp only [exchange, eri, density, Matrix.mulVec, dotProduct, Finset.sum_mul, Finset.mul_sum]
  refine (sum_swap _).trans ?_
  refine Finset.sum_congr rfl fun x _ => Finset.sum_congr rfl fun y _ =>
    Finset.sum_congr rfl fun r _ => Finset.sum_congr rfl fun s _ => ?_
  ring

omit [Fintype X] in
/-- For positive semidefinite D the density γ(x,x) is nonnegative at every grid point. -/
theorem density_diag_nonneg (φ : n → X → ℝ) {D : Matrix n n ℝ} (hD : D.PosSemidef) (x : X) :
    0 ≤ density φ D x x := by
  have h := hD.dotProduct_mulVec_nonneg (fun r => φ r x)
  simpa only [density, star_trivial] using h

omit [Fintype X] in
/-- For positive semidefinite D the density kernel obeys γ(x,y)² ≤ γ(x,x) γ(y,y). -/
theorem density_sq_le (φ : n → X → ℝ) {D : Matrix n n ℝ} (hD : D.PosSemidef) (x y : X) :
    density φ D x y ^ 2 ≤ density φ D x x * density φ D y y := by
  unfold density
  set u : n → ℝ := fun r => φ r x
  set w : n → ℝ := fun r => φ r y
  have hT : Dᵀ = D := by
    ext i j
    have h := hD.isHermitian.apply i j
    simpa only [star_trivial, Matrix.transpose_apply] using h
  have hs : w ⬝ᵥ D *ᵥ u = u ⬝ᵥ D *ᵥ w := by
    rw [Matrix.dotProduct_mulVec, ← Matrix.mulVec_transpose, hT, dotProduct_comm]
  -- the quadratic form along the line u + t w never becomes negative
  have hq : ∀ t : ℝ, 0 ≤ (w ⬝ᵥ D *ᵥ w) * (t * t) + (2 * (u ⬝ᵥ D *ᵥ w)) * t
      + u ⬝ᵥ D *ᵥ u := by
    intro t
    have h := hD.dotProduct_mulVec_nonneg (u + t • w)
    simp only [star_trivial, Matrix.mulVec_add, Matrix.mulVec_smul, dotProduct_add,
      add_dotProduct, smul_dotProduct, dotProduct_smul, smul_eq_mul, hs] at h
    linarith
  have hd := discrim_le_zero hq
  unfold discrim at hd
  linarith

/-- Cauchy-Schwarz inequality for sums whose terms satisfy r² ≤ f g with f and g nonnegative. -/
lemma sum_sq_le {ι : Type*} [Fintype ι] (f g r : ι → ℝ) (hf : ∀ i, 0 ≤ f i)
    (hg : ∀ i, 0 ≤ g i) (h : ∀ i, r i ^ 2 ≤ f i * g i) :
    (∑ i, r i) ^ 2 ≤ (∑ i, f i) * ∑ i, g i := by
  have h1 : |∑ i, r i| ≤ ∑ i, √(f i) * √(g i) :=
    (Finset.abs_sum_le_sum_abs _ _).trans (Finset.sum_le_sum fun i _ => by
      rw [← Real.sqrt_mul (hf i)]
      exact Real.abs_le_sqrt (h i))
  calc (∑ i, r i) ^ 2 = |∑ i, r i| ^ 2 := (sq_abs _).symm
    _ ≤ (∑ i, √(f i) * √(g i)) ^ 2 := pow_le_pow_left₀ (abs_nonneg _) h1 2
    _ ≤ (∑ i, √(f i) ^ 2) * ∑ i, √(g i) ^ 2 := Finset.sum_mul_sq_le_sq_mul_sq _ _ _
    _ = (∑ i, f i) * ∑ i, g i := by
      simp only [fun i => Real.sq_sqrt (hf i), fun i => Real.sq_sqrt (hg i)]

/-- Exchange elements are bounded by Coulomb diagonals: K(D)_pq² ≤ J(D)_pp J(D)_qq for a
symmetric kernel with nonnegative entries and positive semidefinite D. -/
theorem exchange_sq_le_coulomb_diag (φ : n → X → ℝ) {v : X → X → ℝ}
    (hsymm : ∀ x y, v x y = v y x) (hv : ∀ x y, 0 ≤ v x y)
    {D : Matrix n n ℝ} (hD : D.PosSemidef) (p q : n) :
    exchange φ v D p q ^ 2 ≤ coulomb φ v D p p * coulomb φ v D q q := by
  -- symmetry of the kernel lets the two grid points trade places in J_qq
  have hq : coulomb φ v D q q
      = ∑ x, ∑ y, v x y * (φ q y * φ q y * density φ D x x) := by
    rw [coulomb_eq_grid, Finset.sum_comm]
    refine Finset.sum_congr rfl fun x _ => Finset.sum_congr rfl fun y _ => ?_
    rw [hsymm y x]
  have h := sum_sq_le (ι := X × X)
    (fun z => v z.1 z.2 * (φ p z.1 * φ p z.1 * density φ D z.2 z.2))
    (fun z => v z.1 z.2 * (φ q z.2 * φ q z.2 * density φ D z.1 z.1))
    (fun z => v z.1 z.2 * (φ p z.1 * φ q z.2 * density φ D z.1 z.2))
    (fun z => mul_nonneg (hv _ _)
      (mul_nonneg (mul_self_nonneg _) (density_diag_nonneg φ hD _)))
    (fun z => mul_nonneg (hv _ _)
      (mul_nonneg (mul_self_nonneg _) (density_diag_nonneg φ hD _)))
    (fun z => by
      have hm := mul_le_mul_of_nonneg_left (density_sq_le φ hD z.1 z.2)
        (sq_nonneg (v z.1 z.2 * φ p z.1 * φ q z.2))
      linarith)
  simp only [Fintype.sum_prod_type] at h
  rw [exchange_eq_grid, coulomb_eq_grid φ v D p p, hq]
  exact h

/-- For a symmetric kernel with nonnegative entries and positive semidefinite D: if the Coulomb
diagonal element J(D)_pp vanishes, every exchange element in row p vanishes. -/
theorem exchange_row_eq_zero (φ : n → X → ℝ) {v : X → X → ℝ}
    (hsymm : ∀ x y, v x y = v y x) (hv : ∀ x y, 0 ≤ v x y)
    {D : Matrix n n ℝ} (hD : D.PosSemidef) {p : n} (hp : coulomb φ v D p p = 0) (q : n) :
    exchange φ v D p q = 0 := by
  have h := exchange_sq_le_coulomb_diag φ hsymm hv hD p q
  rw [hp, zero_mul] at h
  exact pow_eq_zero_iff (two_ne_zero) |>.mp (le_antisymm h (sq_nonneg _))

/-- For a symmetric kernel with nonnegative entries and positive semidefinite D, the squared norm of
exchange row p is at most J(D)_pp times the trace of J(D). -/
theorem exchange_row_norm_le (φ : n → X → ℝ) {v : X → X → ℝ}
    (hsymm : ∀ x y, v x y = v y x) (hv : ∀ x y, 0 ≤ v x y)
    {D : Matrix n n ℝ} (hD : D.PosSemidef) (p : n) :
    ∑ q, exchange φ v D p q ^ 2 ≤ coulomb φ v D p p * (coulomb φ v D).trace := by
  simp only [Matrix.trace, Matrix.diag_apply, Finset.mul_sum]
  exact Finset.sum_le_sum fun q _ => exchange_sq_le_coulomb_diag φ hsymm hv hD p q

/-- Two basis functions on two grid points, one even and one odd. -/
def pairBasis : Fin 2 → Fin 2 → ℝ := ![![1, 1], ![1, -1]]

/-- A symmetric kernel that is repulsive on one grid point and attractive on the other. -/
def signedKernel : Fin 2 → Fin 2 → ℝ := ![![1, 0], ![0, -1]]

/-- The density matrix diag(1, 0), in which only the first basis function contributes. -/
def firstOccupied : Matrix (Fin 2) (Fin 2) ℝ := !![1, 0; 0, 0]

/-- For a symmetric kernel of mixed sign and a positive semidefinite density matrix, a Coulomb
diagonal element can vanish while an exchange element in its row equals 2. -/
theorem screening_fails_for_signed_kernel :
    (∀ x y, signedKernel x y = signedKernel y x) ∧ firstOccupied.PosSemidef ∧
      coulomb pairBasis signedKernel firstOccupied 0 0 = 0 ∧
      exchange pairBasis signedKernel firstOccupied 0 1 = 2 := by
  refine ⟨?_, ?_, ?_, ?_⟩
  · intro x y
    fin_cases x <;> fin_cases y <;> simp [signedKernel]
  · -- this density matrix is a projector, hence of the form AᴴA
    have h : firstOccupiedᴴ * firstOccupied = firstOccupied := by
      ext i j
      fin_cases i <;> fin_cases j <;>
        simp [firstOccupied, Matrix.mul_apply, Fin.sum_univ_two]
    have hp := Matrix.posSemidef_conjTranspose_mul_self firstOccupied
    rwa [h] at hp
  · simp [coulomb, eri, pairBasis, signedKernel, firstOccupied, Fin.sum_univ_two]
  · norm_num [exchange, eri, pairBasis, signedKernel, firstOccupied, Fin.sum_univ_two]

end

end ExchangeScreening
```

```lean
#print axioms ExchangeScreening.exchange_sq_le_coulomb_diag
#print axioms ExchangeScreening.exchange_row_eq_zero
#print axioms ExchangeScreening.exchange_row_norm_le
#print axioms ExchangeScreening.screening_fails_for_signed_kernel
```

```
'ExchangeScreening.exchange_sq_le_coulomb_diag' depends on axioms: [propext, Classical.choice, Quot.sound]
'ExchangeScreening.exchange_row_eq_zero' depends on axioms: [propext, Classical.choice, Quot.sound]
'ExchangeScreening.exchange_row_norm_le' depends on axioms: [propext, Classical.choice, Quot.sound]
'ExchangeScreening.screening_fails_for_signed_kernel' depends on axioms: [propext, Classical.choice, Quot.sound]
```

## How the proof follows the derivation

**Grid formulas.** `sum_swap` moves the two basis sums inside the two grid sums. `coulomb_eq_grid` and `exchange_eq_grid` expand the definitions, apply this exchange, and let `ring` match the summands.

**Density inequality.** `density_diag_nonneg` evaluates the quadratic form of $D$ on the vector of basis function values at one point. In `density_sq_le`, `hT` extracts the symmetry of $D$ and `hs` uses it to identify the two cross terms. The step `hq` is the nonnegative quadratic in $t$, and `discrim_le_zero` supplies the discriminant condition, including the case of a vanishing leading coefficient.

**Cauchy-Schwarz.** `sum_sq_le` is the inequality for general finite sums with $f_i,g_i\ge 0$ and $r_i^2\le f_ig_i$. It bounds each $|r_i|$ by $\sqrt{f_i}\sqrt{g_i}$ and then applies Mathlib's `Finset.sum_mul_sq_le_sq_mul_sq`.

**The main theorem.** The step `hq` in `exchange_sq_le_coulomb_diag` rewrites $J_{qq}$ with the grid points interchanged. The proof then applies `sum_sq_le` to the type `X × X` of pairs of points, with the same $f$, $g$ and $r$ as above. The assumption `hv` enters through the nonnegativity of $f$ and $g$.

**Consequences and counterexample.** `exchange_row_eq_zero` combines $K_{pq}^2\le 0$ with the nonnegativity of a square. `exchange_row_norm_le` sums the main bound over $q$. `screening_fails_for_signed_kernel` evaluates the mixed-sign example; it obtains positive semidefiniteness of `firstOccupied` by writing this projector $P$ as $P^\dagger P$.
